# Bond-length constraints of a ring-free molecule are independent at every bond angle, provided bonded atoms do not coincide

## Does a straight molecule make the constraint equations singular?

Take three atoms in a chain, 0–1–2, with both bond lengths held fixed. When the molecule is straight, both constraint forces act along the same line, and on the middle atom they are parallel. To find the Lagrange multipliers I have to solve a linear system with the matrix G M⁻¹ Gᵀ, where the rows of G are the gradients of the constraints and M holds the masses. Does this matrix become singular when the molecule straightens? And in a long branched chain, are there combinations of angles that I should worry about?

## No: the outermost atom feels only one of the forces

Put the three atoms at x = 0, 1, 2 and give them unit masses. Only x-components matter, and the two gradients, listed atom by atom, are

(−2, 2, 0) and (0, −2, 2).

They are parallel on atom 1, as you say, but only the second one acts on atom 2. If a combination of the two vanishes, the second coefficient must therefore be zero, and then so must the first. The matrix G M⁻¹ Gᵀ has diagonal entries 8 and off-diagonal entries −4, so its determinant is 48. If the molecule bends so that its bond vectors enclose an angle θ, the off-diagonal entries become −4 cos θ and the determinant is 64 − 16 cos² θ. This is smallest for the straight molecule, but it is still positive there.

For the general case, let atoms 0, …, N have positions r(i) in ℝ^d and masses m(i) > 0. Number the bonds k = 0, …, N−1, and let bond k join atom k+1 to an earlier atom p(k). A connected molecule without rings can always be numbered this way, by starting at any atom and working outwards. Write u_k = r(k+1) − r(p(k)) for the bond vector and ℓ_k for the prescribed length. The constraint functions are

σ_k = |u_k|² − ℓ_k².

Displace the atoms by t v(i) and differentiate at t = 0:

dσ_k/dt = 2 u_k · (v(k+1) − v(p(k))).

So row k of G has 2u_k on atom k+1, −2u_k on atom p(k), and zero on all other atoms.

Suppose Σ_k c_k (row k) = 0 with coefficients that are not all zero, and let k be the largest index with c_k ≠ 0. Consider atom k+1. Later bonds have zero coefficients. An earlier bond j < k joins atom j+1 to p(j), and both of these come before atom k+1. Only bond k is left, so

2 c_k u_k = 0.

Hence u_k = 0, which contradicts the assumption that bonded atoms sit at different positions. No angle entered the argument.

For positive definiteness, let f = Gᵀc, with components f(i) on atom i. Then

cᵀ G M⁻¹ Gᵀ c = Σ_i |f(i)|² / m(i).

If c ≠ 0, then f ≠ 0 by the argument above, and the sum is positive. Conversely, if some u_k = 0, then row k vanishes, the k-th diagonal entry is zero, and the matrix is not positive definite.

The multipliers λ follow from M a = F + Gᵀλ, where F is the applied force, and from a prescribed value b = G a for the accelerations a. Eliminating a gives

G M⁻¹ Gᵀ λ = b − G M⁻¹ F,

which has exactly one solution. In constrained dynamics, setting the second time derivative of σ_k to zero gives b_k = −2 |v(k+1) − v(p(k))|², with v now the velocities.

The argument never uses the force on atom 0. The matrix therefore stays positive definite if atom 0 is nailed to a wall, so that 1/m(0) is replaced by zero, as in a chain of pendulums. This variant rests on the reasoning here, since the Lean theorems take all masses finite.

Rings are different. Let atoms 1, 2, 3 lie at x = 0, 1, 2, constrain all three distances between them, and leave atom 0 unbonded. On atoms 1, 2, 3 the gradients are (−2, 2, 0), (0, −2, 2) and (−4, 0, 4), and the third is twice the sum of the other two. This corresponds to p(0) = 2, p(1) = 3, p(2) = 1, so if p is arbitrary, positive masses and separated bonded atoms are not enough for independence. Fixing a bond angle through a third distance also closes a ring of three atoms. The three gradients are then dependent only if the atoms lie on one line, so a bent molecule such as water can be held rigid in this way, while for a straight one such as CO₂ the matrix is singular.

### Atoms, bonds and multipliers in Lean

The Lean file proves the gradient formula, the independence of the gradients, the criterion for positive definiteness and the uniqueness of the multipliers, for every number of bonds `N` and every dimension `d`. Positions are `r : Fin (N + 1) → Fin d → ℝ`, and `k.succ` is atom k+1. The hypotheses are `hm` (all masses are positive), `hp : ∀ k, p k < k.succ` (each bond leads back to an earlier atom) and `hb : ∀ k, r k.succ ≠ r (p k)` (bonded atoms are separated). The prescribed lengths `len` enter only the constraint functions, so the atoms need not satisfy the constraints for the results to hold.

The matrix G is `bondJacobian`, whose columns are labelled by pairs of an atom and a Cartesian component. The name `constraintMatrix` stands for G M⁻¹ Gᵀ, although G itself is often called the constraint matrix. The factor 2 in G comes from constraining squared distances, and the constraint force is +Gᵀλ, where many texts have a minus sign. In Lean, Gᵀλ is written `lam ᵥ* bondJacobian r p`.

`acyclic_independent_and_posDef` states that the rows of G are linearly independent and that G M⁻¹ Gᵀ is positive definite; `PosDef` includes symmetry. `posDef_iff_bonds_nonzero` says that, given `hm` and `hp`, positive definiteness is equivalent to `hb`. `existsUnique_multipliers` gives exactly one `lam` for any applied force `F` and any prescribed `b`.

For simulations with rigid bonds, this means that the multipliers at a given configuration are well defined, as long as the molecule has no rings and only bond lengths are constrained. The theorems do not cover what happens over a finite time step. A SHAKE-type position correction solved by Newton's method combines G at the new positions with Gᵀ at the old ones, and for a single bond that product vanishes if the bond has turned by a right angle.

```lean
import Mathlib

open Matrix

namespace AcyclicBondNetwork

noncomputable section

variable {N d : ℕ}

/-- The constraint function of bond `k`, which joins atom `k + 1` to atom `p k`:
squared distance minus squared prescribed length. -/
def bondConstraint (len : Fin N → ℝ) (p : Fin N → Fin (N + 1))
    (r : Fin (N + 1) → Fin d → ℝ) (k : Fin N) : ℝ :=
  ∑ a, (r k.succ a - r (p k) a) ^ 2 - len k ^ 2

/-- The Jacobian `G` of the bond constraints: row `k` holds the components, atom by atom, of twice
the bond vector on atom `k + 1` and of its opposite on atom `p k`. -/
def bondJacobian (r : Fin (N + 1) → Fin d → ℝ) (p : Fin N → Fin (N + 1)) :
    Matrix (Fin N) (Fin (N + 1) × Fin d) ℝ :=
  Matrix.of fun k x => 2 * (r k.succ x.2 - r (p k) x.2) *
    ((if x.1 = k.succ then 1 else 0) - (if x.1 = p k then 1 else 0))

/-- The matrix `G M⁻¹ Gᵀ` of the constraint equations, for nonzero masses `m`. -/
def constraintMatrix (m : Fin (N + 1) → ℝ) (r : Fin (N + 1) → Fin d → ℝ)
    (p : Fin N → Fin (N + 1)) : Matrix (Fin N) (Fin N) ℝ :=
  bondJacobian r p * Matrix.diagonal (fun x : Fin (N + 1) × Fin d => (m x.1)⁻¹) *
    (bondJacobian r p)ᵀ

/-- The rows of `G` are the constraint gradients: the derivative of a bond constraint along any
displacement `v` of the atoms is the row of `G` applied to `v`. -/
theorem hasDerivAt_bondConstraint (len : Fin N → ℝ) (p : Fin N → Fin (N + 1))
    (r v : Fin (N + 1) → Fin d → ℝ) (k : Fin N) :
    HasDerivAt (fun t : ℝ => bondConstraint len p (r + t • v) k)
      (∑ x : Fin (N + 1) × Fin d, bondJacobian r p k x * v x.1 x.2) 0 := by
  -- one Cartesian component of the squared distance
  have hq : ∀ x y u w : ℝ, HasDerivAt (fun t : ℝ => (x + t * u - (y + t * w)) ^ 2)
      (2 * (x - y) * (u - w)) 0 := by
    intro x y u w
    have h := ((((hasDerivAt_id' (0 : ℝ)).mul_const u).const_add x).fun_sub
      (((hasDerivAt_id' (0 : ℝ)).mul_const w).const_add y)).fun_pow 2
    exact h.congr_deriv (by simp)
  -- only the two bonded atoms contribute to the row of `G`
  have hin : ∀ (s : ℝ) (a : Fin d), ∑ i : Fin (N + 1),
      s * ((if i = k.succ then 1 else 0) - (if i = p k then 1 else 0)) * v i a
        = s * (v k.succ a - v (p k) a) := by
    intro s a
    simp [mul_sub, sub_mul, Finset.sum_sub_distrib]
  have hf : (fun t : ℝ => bondConstraint len p (r + t • v) k) = fun t : ℝ =>
      ∑ a, (r k.succ a + t * v k.succ a - (r (p k) a + t * v (p k) a)) ^ 2 - len k ^ 2 := by
    funext t
    simp only [bondConstraint, Pi.add_apply, Pi.smul_apply, smul_eq_mul]
  rw [hf, Fintype.sum_prod_type_right]
  have hsum := (HasDerivAt.fun_sum (u := Finset.univ) (fun (a : Fin d) _ =>
    hq (r k.succ a) (r (p k) a) (v k.succ a) (v (p k) a))).sub_const (len k ^ 2)
  refine hsum.congr_deriv (Finset.sum_congr rfl fun a _ => ?_)
  exact (hin (2 * (r k.succ a - r (p k) a)) a).symm

/-- If every atom after the first is bonded to an earlier one, the gradient of bond `j` has no
component on the outer atom `k + 1` of a later bond `k`. -/
theorem bondJacobian_later_atom (r : Fin (N + 1) → Fin d → ℝ) {p : Fin N → Fin (N + 1)}
    (hp : ∀ k, p k < k.succ) {j k : Fin N} (hjk : j < k) (a : Fin d) :
    bondJacobian r p j (k.succ, a) = 0 := by
  have h1 : k.succ ≠ j.succ := fun h => hjk.ne' (Fin.succ_injective _ h)
  have h2 : k.succ ≠ p j := ((hp j).trans (Fin.succ_lt_succ_iff.mpr hjk)).ne'
  simp only [bondJacobian, Matrix.of_apply, if_neg h1, if_neg h2, sub_self, mul_zero]

/-- If every atom after the first is bonded to an earlier one at a different position, constraint
forces that cancel on every atom have all their multipliers equal to zero. -/
theorem multipliers_eq_zero {r : Fin (N + 1) → Fin d → ℝ} {p : Fin N → Fin (N + 1)}
    (hp : ∀ k, p k < k.succ) (hb : ∀ k, r k.succ ≠ r (p k))
    {c : Fin N → ℝ} (hc : c ᵥ* bondJacobian r p = 0) : c = 0 := by
  by_contra hne
  obtain ⟨i, hi⟩ := Function.ne_iff.mp hne
  -- the last bond that carries a nonzero multiplier
  obtain ⟨k, hk, hmax⟩ := Finset.exists_max_image
    (Finset.univ.filter fun i => c i ≠ 0) id ⟨i, by simpa using hi⟩
  have hck : c k ≠ 0 := (Finset.mem_filter.mp hk).2
  apply hb k
  funext a
  -- on its outer atom no other bond exerts a force
  have hs : (c ᵥ* bondJacobian r p) (k.succ, a) = c k * bondJacobian r p k (k.succ, a) := by
    change ∑ j, c j * bondJacobian r p j (k.succ, a) = _
    refine Finset.sum_eq_single k (fun j _ hj => ?_) (fun h => absurd (Finset.mem_univ k) h)
    rcases lt_or_gt_of_ne hj with hlt | hgt
    · rw [bondJacobian_later_atom r hp hlt, mul_zero]
    · have hcj : c j = 0 := by
        by_contra h
        exact absurd (hmax j (by simp [h])) (not_le_of_gt hgt)
      rw [hcj, zero_mul]
  have hown : bondJacobian r p k (k.succ, a) = 2 * (r k.succ a - r (p k) a) := by
    simp only [bondJacobian, Matrix.of_apply, if_true, if_neg (hp k).ne', sub_zero, mul_one]
  have h := congrFun hc (k.succ, a)
  rw [hs, hown, Pi.zero_apply] at h
  have h0 := (mul_eq_zero.mp h).resolve_left hck
  linarith

/-- The quadratic form of `G M⁻¹ Gᵀ` is the sum of the squared components of the constraint
force, each divided by the mass of its atom, for nonzero masses. -/
theorem constraintMatrix_quadratic (m : Fin (N + 1) → ℝ) (r : Fin (N + 1) → Fin d → ℝ)
    (p : Fin N → Fin (N + 1)) (c : Fin N → ℝ) :
    c ⬝ᵥ constraintMatrix m r p *ᵥ c =
      ∑ x : Fin (N + 1) × Fin d, (m x.1)⁻¹ * (c ᵥ* bondJacobian r p) x ^ 2 := by
  rw [constraintMatrix, ← Matrix.mulVec_mulVec, ← Matrix.mulVec_mulVec,
    Matrix.dotProduct_mulVec, Matrix.mulVec_transpose]
  simp only [dotProduct, Matrix.mulVec_diagonal]
  exact Finset.sum_congr rfl fun x _ => by ring

/-- Let all masses be positive and let every atom after the first be bonded to one earlier atom
at a different position. Then the constraint gradients are linearly independent and
`G M⁻¹ Gᵀ` is positive definite. -/
theorem acyclic_independent_and_posDef {m : Fin (N + 1) → ℝ} {r : Fin (N + 1) → Fin d → ℝ}
    {p : Fin N → Fin (N + 1)} (hm : ∀ i, 0 < m i) (hp : ∀ k, p k < k.succ)
    (hb : ∀ k, r k.succ ≠ r (p k)) :
    LinearIndependent ℝ (fun k => bondJacobian r p k) ∧ (constraintMatrix m r p).PosDef := by
  constructor
  · rw [Fintype.linearIndependent_iff]
    intro g hg
    have h0 : g ᵥ* bondJacobian r p = 0 := by
      funext x
      have h := congrFun hg x
      simp only [Finset.sum_apply, Pi.smul_apply, smul_eq_mul] at h
      exact h
    exact congrFun (multipliers_eq_zero hp hb h0)
  · rw [Matrix.posDef_iff_dotProduct_mulVec]
    refine ⟨?_, fun c hc => ?_⟩
    · refine Matrix.IsHermitian.ext fun i j => ?_
      simp only [star_trivial, constraintMatrix, Matrix.mul_apply (M := _ * _),
        Matrix.mul_diagonal, Matrix.transpose_apply]
      exact Finset.sum_congr rfl fun x _ => by ring
    · rw [star_trivial, constraintMatrix_quadratic]
      -- some atom feels a nonzero constraint force
      have hne : c ᵥ* bondJacobian r p ≠ 0 := fun h => hc (multipliers_eq_zero hp hb h)
      obtain ⟨x, hx⟩ := Function.ne_iff.mp hne
      exact Finset.sum_pos'
        (fun y _ => mul_nonneg (inv_pos.mpr (hm y.1)).le (sq_nonneg _))
        ⟨x, Finset.mem_univ x, mul_pos (inv_pos.mpr (hm x.1)) (pow_pos_of_ne hx)⟩
where
  pow_pos_of_ne {y : ℝ} (hy : y ≠ 0) : 0 < y ^ 2 := by positivity

/-- For positive masses and every atom after the first bonded to an earlier one, `G M⁻¹ Gᵀ` is
positive definite exactly when no two bonded atoms coincide. -/
theorem posDef_iff_bonds_nonzero {m : Fin (N + 1) → ℝ} {r : Fin (N + 1) → Fin d → ℝ}
    {p : Fin N → Fin (N + 1)} (hm : ∀ i, 0 < m i) (hp : ∀ k, p k < k.succ) :
    (constraintMatrix m r p).PosDef ↔ ∀ k, r k.succ ≠ r (p k) := by
  refine ⟨fun hA k hk => ?_, fun hb => (acyclic_independent_and_posDef hm hp hb).2⟩
  -- a bond of zero length has a vanishing gradient
  have hrow : ∀ x, bondJacobian r p k x = 0 := fun x => by
    simp only [bondJacobian, Matrix.of_apply, hk, sub_self, mul_zero, zero_mul]
  have hzero : constraintMatrix m r p k k = 0 := by
    rw [constraintMatrix, Matrix.mul_apply]
    exact Finset.sum_eq_zero fun x _ => by rw [Matrix.transpose_apply, hrow, mul_zero]
  exact (hA.diag_pos (i := k)).ne' hzero

/-- For positive masses and every atom after the first bonded to an earlier one at a different
position, any applied force `F` and any prescribed value `b` of `G` times the acceleration determine
the Lagrange multipliers uniquely. -/
theorem existsUnique_multipliers {m : Fin (N + 1) → ℝ} {r : Fin (N + 1) → Fin d → ℝ}
    {p : Fin N → Fin (N + 1)} (hm : ∀ i, 0 < m i) (hp : ∀ k, p k < k.succ)
    (hb : ∀ k, r k.succ ≠ r (p k)) (F : Fin (N + 1) × Fin d → ℝ) (b : Fin N → ℝ) :
    ∃! lam : Fin N → ℝ, bondJacobian r p *ᵥ
      (fun x => (m x.1)⁻¹ * (F x + (lam ᵥ* bondJacobian r p) x)) = b := by
  have hdet : IsUnit (constraintMatrix m r p).det :=
    (acyclic_independent_and_posDef hm hp hb).2.det_pos.ne'.isUnit
  -- separate the applied force from the constraint force
  have key : ∀ lam : Fin N → ℝ, bondJacobian r p *ᵥ
      (fun x => (m x.1)⁻¹ * (F x + (lam ᵥ* bondJacobian r p) x)) =
      bondJacobian r p *ᵥ (fun x => (m x.1)⁻¹ * F x) + constraintMatrix m r p *ᵥ lam := by
    intro lam
    rw [constraintMatrix, ← Matrix.mulVec_mulVec, ← Matrix.mulVec_mulVec,
      Matrix.mulVec_transpose, ← Matrix.mulVec_add]
    congr 1
    funext x
    simp only [Pi.add_apply, Matrix.mulVec_diagonal]
    ring
  refine ⟨(constraintMatrix m r p)⁻¹ *ᵥ
    (b - bondJacobian r p *ᵥ (fun x => (m x.1)⁻¹ * F x)), ?_, fun y hy => ?_⟩
  · beta_reduce
    rw [key, Matrix.mulVec_mulVec, Matrix.mul_nonsing_inv _ hdet, Matrix.one_mulVec]
    abel
  · beta_reduce at hy
    rw [key] at hy
    rw [← hy, add_sub_cancel_left, Matrix.mulVec_mulVec, Matrix.nonsing_inv_mul _ hdet,
      Matrix.one_mulVec]

end

end AcyclicBondNetwork
```

```lean
#print axioms AcyclicBondNetwork.hasDerivAt_bondConstraint
#print axioms AcyclicBondNetwork.posDef_iff_bonds_nonzero
#print axioms AcyclicBondNetwork.existsUnique_multipliers
```

```
'AcyclicBondNetwork.hasDerivAt_bondConstraint' depends on axioms: [propext, Classical.choice, Quot.sound]
'AcyclicBondNetwork.posDef_iff_bonds_nonzero' depends on axioms: [propext, Classical.choice, Quot.sound]
'AcyclicBondNetwork.existsUnique_multipliers' depends on axioms: [propext, Classical.choice, Quot.sound]
```

### From the last loaded bond to unique multipliers

`hasDerivAt_bondConstraint` justifies calling the rows of G gradients. Its step `hq` differentiates one squared Cartesian difference, and `hin` reduces the sum over all atoms to the two bonded ones. Summing over components gives the directional derivative calculated above.

`bondJacobian_later_atom` is the statement that bond j does not touch atom k+1 when j < k. It shows that atom k+1 is neither `j.succ` nor `p j`, so both indicator terms in the definition of G are zero.

`multipliers_eq_zero` contains the main argument. It assumes a nonzero `c` with Gᵀc = 0 and uses `Finset.exists_max_image` to select the largest index with a nonzero coefficient. The step `hs` reduces the force on atom k+1 to a single term: earlier bonds drop out by the previous lemma, later ones because k was maximal. The step `hown` identifies the remaining entry of G as a component of 2u_k. Dividing out the nonzero coefficient makes the two bonded positions equal, component by component, which contradicts `hb`.

`constraintMatrix_quadratic` moves one factor of G onto the left-hand vector and obtains the sum of squared force components divided by masses. In the main theorem, linear independence is then a restatement of `multipliers_eq_zero`. For positive definiteness, symmetry is checked entry by entry, and `Finset.sum_pos'` needs only that all terms are nonnegative and one is positive. That term comes from a force component that does not vanish.

The converse in `posDef_iff_bonds_nonzero` sets a zero diagonal entry against `diag_pos`, by which a positive definite matrix has a positive diagonal. In `existsUnique_multipliers`, the positive determinant makes the matrix invertible. The identity `key` separates the contribution of the applied force from that of the multipliers. Multiplying by the inverse then gives a solution and shows that every solution equals it.
